# For Dirac matrices with ordered product 1, the trace of a product of five Dirac Hamiltonians is four times a determinant

Let $G_0,\dots,G_4$ be $4\times4$ complex matrices with $G_aG_b+G_bG_a=2\delta_{ab}$ and $G_0G_1G_2G_3G_4=1$. For any five vectors $v_0,\dots,v_4$ with five real or complex components each,

$$\operatorname{tr}\big[(v_0\cdot G)(v_1\cdot G)(v_2\cdot G)(v_3\cdot G)(v_4\cdot G)\big]=4\det[v_0,\dots,v_4],\qquad v\cdot G=\sum_{a=0}^{4}v_aG_a .$$

Such traces occur in non-interacting four-band models with Hamiltonian $n(k)\cdot G$, where the $G_a$ are Hermitian, $n(k)$ is a real unit vector and $k$ is a momentum in four dimensions. The upper pair of degenerate bands has the projector $P=\tfrac12(1+n\cdot G)$. The second Chern density of that pair is built from traces of $P$ and its four momentum derivatives, and these contain the five-fold trace of $n$ and $\partial_0n,\dots,\partial_3n$. By the formula above, that trace is four times the oriented volume spanned by the five vectors.

The theorem concerns five given vectors at a single point. The step from there to a Chern number, which is to differentiate $P(k)$, antisymmetrise and integrate over the Brillouin zone, is left to the physics.

## Five anticommuting matrices

```lean
import Mathlib

open Matrix

namespace SecondChernAlgebra

noncomputable section

local notation "M4" => Matrix (Fin 4) (Fin 4) ℂ
```

`M4` abbreviates the type of $4\times4$ complex matrices. Lean counts from zero, so `Fin 4` labels the rows and columns by 0 to 3, and `Fin 5` will label the generators by 0 to 4.

```lean
/-- The Clifford relations `G_a G_b + G_b G_a = 2 δ_ab` for five 4 by 4 matrices. -/
def IsClifford (G : Fin 5 → M4) : Prop :=
  ∀ a b, G a * G b + G b * G a = (if a = b then (2 : ℂ) else 0) • (1 : M4)
```

`IsClifford G` is the statement $G_aG_b+G_bG_a=2\delta_{ab}\,1$ for all $a,b$. The symbol `•` multiplies a matrix by a number. All five generators square to $+1$, as suits a Hamiltonian, unlike the gamma matrices of Minkowski space. Hermiticity is not required.

```lean
/-- The linear combination `v · G = ∑ a, v_a G_a` of five matrices, with complex coefficients. -/
def slash (G : Fin 5 → M4) (v : Fin 5 → ℂ) : M4 := ∑ a, v a • G a
```

`slash G v` is $v\cdot G$, named after Feynman's slash. The components of $v$ are complex, and real vectors are included as a special case. When $v$ is real and the Dirac matrices $G_a$ are Hermitian, $v\cdot G$ is Hermitian and is called a Dirac Hamiltonian.

```lean
/-- The trace of the product of the five matrices `a · G`, `b · G`, `c · G`, `d · G`, `e · G`. -/
def fiveTrace (G : Fin 5 → M4) (a b c d e : Fin 5 → ℂ) : ℂ :=
  Matrix.trace (slash G a * slash G b * slash G c * slash G d * slash G e)
```

`fiveTrace G a b c d e` is the trace of five such factors. Here the letters $a,\dots,e$ are vectors, and I write $F(a,b,c,d,e)$ for the value.

```lean
/-- An explicit set of five Dirac matrices, built from Pauli matrices in 2 by 2 blocks. -/
def diracG : Fin 5 → M4 :=
  ![!![0, 0, 0, 1; 0, 0, 1, 0; 0, 1, 0, 0; 1, 0, 0, 0],
    !![0, 0, 0, -Complex.I; 0, 0, Complex.I, 0; 0, -Complex.I, 0, 0; Complex.I, 0, 0, 0],
    !![0, 0, 1, 0; 0, 0, 0, -1; 1, 0, 0, 0; 0, -1, 0, 0],
    !![0, 0, -Complex.I, 0; 0, 0, 0, -Complex.I; Complex.I, 0, 0, 0; 0, Complex.I, 0, 0],
    !![-1, 0, 0, 0; 0, -1, 0, 0; 0, 0, 1, 0; 0, 0, 0, 1]]
```

With Pauli matrices $\sigma_x,\sigma_y,\sigma_z$, these five matrices are $\sigma_x\otimes\sigma_x$, $\sigma_x\otimes\sigma_y$, $\sigma_x\otimes\sigma_z$, $\sigma_y\otimes1$ and $-\sigma_z\otimes1$.

```lean
/-- The matrices `diracG` satisfy the Clifford relations and their ordered product is 1. -/
theorem diracG_witness : IsClifford diracG ∧
    diracG 0 * diracG 1 * diracG 2 * diracG 3 * diracG 4 = 1 := by
  have h : ∀ c : ℂ, c • (1 : M4) = !![c, 0, 0, 0; 0, c, 0, 0; 0, 0, c, 0; 0, 0, 0, c] := by
    intro c
    ext i j
    fin_cases i <;> fin_cases j <;> simp
  constructor
  · intro a b
    rw [h]
    fin_cases a <;> fin_cases b <;> norm_num [diracG]
  · -- the first four matrices multiply to the fifth, which squares to one
    have p1 : diracG 0 * diracG 1 = !![Complex.I, 0, 0, 0; 0, -Complex.I, 0, 0;
        0, 0, Complex.I, 0; 0, 0, 0, -Complex.I] := by norm_num [diracG]
    have p2 : diracG 2 * diracG 3 = !![Complex.I, 0, 0, 0; 0, -Complex.I, 0, 0;
        0, 0, -Complex.I, 0; 0, 0, 0, Complex.I] := by
      have g2 : diracG 2 = !![0, 0, 1, 0; 0, 0, 0, -1; 1, 0, 0, 0; 0, -1, 0, 0] := rfl
      have g3 : diracG 3 = !![0, 0, -Complex.I, 0; 0, 0, 0, -Complex.I;
        Complex.I, 0, 0, 0; 0, Complex.I, 0, 0] := rfl
      rw [g2, g3]
      norm_num
    have g4 : diracG 4 = !![-1, 0, 0, 0; 0, -1, 0, 0; 0, 0, 1, 0; 0, 0, 0, 1] := rfl
    have p3 : diracG 0 * diracG 1 * (diracG 2 * diracG 3) = diracG 4 := by
      rw [p1, p2, g4]
      norm_num
    have p4 : diracG 4 * diracG 4 = 1 := by
      rw [g4, ← one_smul ℂ (1 : M4), h]
      norm_num
    rw [mul_assoc (diracG 0 * diracG 1) (diracG 2) (diracG 3), p3, p4]
```

The theorem says that this set meets both hypotheses of the main result. For the product, $G_0G_1=1\otimes i\sigma_z$ and $G_2G_3=i\sigma_z\otimes\sigma_z$, so
$$G_0G_1G_2G_3=-\sigma_z\otimes1=G_4,\qquad G_4^2=1 .$$
Lean checks the anticommutators entry by entry: `fin_cases` runs through all pairs of indices. The steps `p1` to `p4` are the product calculation just given.

## Three generators have zero trace

```lean
/-- The trace of a product of any three of the five Clifford matrices vanishes. -/
theorem trace_three {G : Fin 5 → M4} (hG : IsClifford G) (a b c : Fin 5) :
    Matrix.trace (G a * G b * G c) = 0 := by
  -- a fourth generator anticommutes with all three factors
  have hex : ∀ a b c : Fin 5, ∃ d, a ≠ d ∧ b ≠ d ∧ c ≠ d := by decide
  obtain ⟨d, ha, hb, hc⟩ := hex a b c
  have anti : ∀ x, x ≠ d → G x * G d = -(G d * G x) := by
    intro x hx
    have h := hG x d
    rw [if_neg hx, zero_smul] at h
    exact eq_neg_of_add_eq_zero_left h
  have hsq : G d * G d = 1 := by
    have h := hG d d
    rw [if_pos rfl] at h
    linear_combination (norm := module) (1 / 2 : ℂ) • h
  have key : G a * G b * G c * G d = -(G d * (G a * G b * G c)) := by
    linear_combination (norm := noncomm_ring)
      (G a * G b) * anti c hc - G a * anti b hb * G c + anti a ha * (G b * G c)
  have h1 : Matrix.trace (G a * G b * G c) = -Matrix.trace (G a * G b * G c) := by
    calc Matrix.trace (G a * G b * G c)
        = Matrix.trace (G a * G b * G c * G d * G d) := by
          rw [mul_assoc (G a * G b * G c) (G d) (G d), hsq, mul_one]
      _ = -Matrix.trace (G d * (G d * (G a * G b * G c))) := by
          rw [key, neg_mul, Matrix.trace_neg, Matrix.trace_mul_comm]
      _ = -Matrix.trace (G a * G b * G c) := by
          rw [← mul_assoc (G d) (G d), hsq, one_mul]
  linear_combination (1 / 2 : ℂ) * h1
```

Here `hG : IsClifford G` is a hypothesis, and the statement after the last colon is the conclusion: $\operatorname{tr}(G_aG_bG_c)=0$ for any three indices, equal or not.

Three indices cannot exhaust five, so there is a $d$ different from $a$, $b$ and $c$. Then $G_d$ anticommutes with each factor, and $G_d^2=1$. Put $X=G_aG_bG_c$. Moving $G_d$ through three factors gives three minus signs, so $XG_d=-G_dX$. Hence
$$\operatorname{tr}X=\operatorname{tr}(XG_dG_d)=-\operatorname{tr}(G_dXG_d)=-\operatorname{tr}(G_dG_dX)=-\operatorname{tr}X,$$
and the trace is zero.

In Lean, `decide` finds the fourth index by checking every triple. The equation `key` is $XG_d=-G_dX$, obtained by adding the three anticommutation relations with suitable factors on either side. The `calc` block is the displayed chain.

## Exchanging two vectors reverses the sign

```lean
/-- For Clifford matrices, the anticommutator of `u · G` and `v · G` is the identity times twice the
dot product `∑ a, u_a v_a`. -/
theorem slash_anticomm {G : Fin 5 → M4} (hG : IsClifford G) (u v : Fin 5 → ℂ) :
    slash G u * slash G v + slash G v * slash G u = (2 * (u ⬝ᵥ v)) • (1 : M4) := by
  have h : ∀ a b, G a * G b + G b * G a = (if a = b then (2 : ℂ) else 0) • (1 : M4) := hG
  have e1 : slash G u * slash G v = ∑ a, ∑ b, (u a * v b) • (G a * G b) := by
    simp only [slash, Finset.sum_mul_sum, smul_mul_smul_comm]
  have e2 : slash G v * slash G u = ∑ a, ∑ b, (u a * v b) • (G b * G a) := by
    simp only [slash, Finset.sum_mul_sum, smul_mul_smul_comm]
    exact Finset.sum_comm.trans (Finset.sum_congr rfl fun a _ =>
      Finset.sum_congr rfl fun b _ => by rw [mul_comm (v b) (u a)])
  rw [e1, e2]
  simp only [← Finset.sum_add_distrib, ← smul_add, h, smul_smul, ← Finset.sum_smul]
  congr 1
  simp only [mul_ite, mul_zero, Finset.sum_ite_eq, Finset.mem_univ, if_true, dotProduct,
    Finset.mul_sum]
  exact Finset.sum_congr rfl fun a _ => by ring
```

This is the Clifford relation for vectors:
$$(u\cdot G)(v\cdot G)+(v\cdot G)(u\cdot G)=\sum_{a,b}u_av_b\,(G_aG_b+G_bG_a)=2\,(u\cdot v)\,1 .$$
The dot product `u ⬝ᵥ v` is $\sum_au_av_a$, without complex conjugation. For $u=v$ the relation gives $(v\cdot G)^2=v\cdot v$, so for real $v$ each eigenvalue of $v\cdot G$ is $|v|$ or $-|v|$. In the code, `e1` and `e2` write the two products as double sums with the same coefficients, and the Kronecker delta then removes one sum.

```lean
/-- For Clifford matrices, exchanging the first two vectors reverses the sign of the
five-fold trace. -/
theorem fiveTrace_swap {G : Fin 5 → M4} (hG : IsClifford G) (a b c d e : Fin 5 → ℂ) :
    fiveTrace G a b c d e = -fiveTrace G b a c d e := by
  have h3 : Matrix.trace (slash G c * slash G d * slash G e) = 0 := by
    simp only [slash, Finset.sum_mul, Finset.mul_sum, smul_mul_assoc, mul_smul_comm,
      Matrix.trace_sum, Matrix.trace_smul, trace_three hG, smul_zero, Finset.sum_const_zero]
  have key : slash G a * slash G b * slash G c * slash G d * slash G e
      + slash G b * slash G a * slash G c * slash G d * slash G e
      = (2 * (a ⬝ᵥ b)) • (slash G c * slash G d * slash G e) := by
    rw [← one_mul (slash G c * slash G d * slash G e), ← smul_mul_assoc,
      ← slash_anticomm hG a b]
    noncomm_ring
  have h := congrArg Matrix.trace key
  rw [Matrix.trace_add, Matrix.trace_smul, h3, smul_zero] at h
  exact eq_neg_of_add_eq_zero_left h
```

The claim is $F(a,b,c,d,e)=-F(b,a,c,d,e)$. Adding the two traces and using the previous relation gives
$$F(a,b,c,d,e)+F(b,a,c,d,e)=2(a\cdot b)\operatorname{tr}\big[(c\cdot G)(d\cdot G)(e\cdot G)\big].$$
The remaining trace is a linear combination of traces of three generators, so it vanishes. That is `h3`; `key` is the matrix identity before the trace is taken.

```lean
/-- For Clifford matrices, the five-fold trace vanishes when two of the vectors coincide. -/
theorem fiveTrace_eq_zero {G : Fin 5 → M4} (hG : IsClifford G) (v : Fin 5 → Fin 5 → ℂ)
    (i j : Fin 5) (hij : v i = v j) (hne : i ≠ j) :
    fiveTrace G (v 0) (v 1) (v 2) (v 3) (v 4) = 0 := by
  have cyc : ∀ a b c d e, fiveTrace G a b c d e = fiveTrace G b c d e a := by
    intro a b c d e
    unfold fiveTrace
    rw [← Matrix.trace_mul_comm (slash G a)]
    simp only [mul_assoc]
  -- equal neighbours, then equal next-nearest neighbours, in all cyclic positions
  have z0 : ∀ a c d e, fiveTrace G a a c d e = 0 := fun a c d e => by
    linear_combination (1 / 2 : ℂ) * fiveTrace_swap hG a a c d e
  have z1 : ∀ a b d e, fiveTrace G b a a d e = 0 := fun _ _ _ _ => (cyc ..).trans (z0 ..)
  have z2 : ∀ a b c e, fiveTrace G b c a a e = 0 := fun _ _ _ _ => (cyc ..).trans (z1 ..)
  have z3 : ∀ a b c d, fiveTrace G b c d a a = 0 := fun _ _ _ _ => (cyc ..).trans (z2 ..)
  have z4 : ∀ a b c d, fiveTrace G a b c d a = 0 := fun _ _ _ _ => (cyc ..).trans (z3 ..)
  have y0 : ∀ a b d e, fiveTrace G a b a d e = 0 := fun a b d e => by
    rw [fiveTrace_swap hG, z1, neg_zero]
  have y1 : ∀ a b c e, fiveTrace G b a c a e = 0 := fun _ _ _ _ => (cyc ..).trans (y0 ..)
  have y2 : ∀ a b c d, fiveTrace G b c a d a = 0 := fun _ _ _ _ => (cyc ..).trans (y1 ..)
  have y3 : ∀ a b c e, fiveTrace G a b c a e = 0 := fun _ _ _ _ => (cyc ..).trans (y2 ..)
  have y4 : ∀ a b c d, fiveTrace G d a b c a = 0 := fun _ _ _ _ => (cyc ..).trans (y3 ..)
  clear cyc hG
  fin_cases i <;> fin_cases j <;> simp_all
```

Now `v` is a family of five vectors, and `v i` is $v_i$. If $v_i=v_j$ for two different positions, the five-fold trace is zero.

Cyclicity of the trace places the five positions on a ring, where two different positions are either neighbours or next-nearest neighbours.

- For neighbours, rotate until the equal vectors come first. The exchange rule gives $F(a,a,c,d,e)=-F(a,a,c,d,e)$, so the value is zero.
- For next-nearest neighbours, rotate to $F(a,b,a,d,e)=-F(b,a,a,d,e)$. The right side has equal neighbours and is zero.

The lines `z0` to `z4` are the five neighbour cases, and `y0` to `y4` the five others. Each follows from the one before by the rotation `cyc`, apart from `z0` and `y0`, which use the exchange rule. The last line matches every pair $i\neq j$ with its case.

## The determinant and its factor of four

```lean
/-- For Clifford matrices with ordered product 1, the trace of the product of the five matrices
`v_j · G`, with real or complex vectors `v_j`, is four times the determinant of these vectors. -/
theorem trace_five_eq_det {G : Fin 5 → M4} (hG : IsClifford G)
    (hprod : G 0 * G 1 * G 2 * G 3 * G 4 = 1) (v : Fin 5 → Fin 5 → ℂ) :
    Matrix.trace (slash G (v 0) * slash G (v 1) * slash G (v 2) * slash G (v 3) *
      slash G (v 4)) = 4 * (Matrix.of v).det := by
  -- the trace is an alternating form in the five vectors
  obtain ⟨A, hA⟩ : ∃ A : (Fin 5 → ℂ) [⋀^Fin 5]→ₗ[ℂ] ℂ,
      ∀ v, A v = fiveTrace G (v 0) (v 1) (v 2) (v 3) (v 4) := by
    let L : (Fin 5 → ℂ) →ₗ[ℂ] M4 :=
      { toFun := slash G
        map_add' := fun x y => by
          simp only [slash, Pi.add_apply, add_smul, Finset.sum_add_distrib]
        map_smul' := fun c x => by
          simp only [slash, Pi.smul_apply, smul_eq_mul, mul_smul, Finset.smul_sum,
            RingHom.id_apply] }
    have hL : ∀ x, L x = slash G x := fun _ => rfl
    let T : MultilinearMap ℂ (fun _ : Fin 5 => Fin 5 → ℂ) ℂ :=
      (Matrix.traceLinearMap (Fin 4) ℂ ℂ).compMultilinearMap
        ((MultilinearMap.mkPiAlgebraFin ℂ 5 M4).compLinearMap fun _ => L)
    have hT : ∀ v, T v = fiveTrace G (v 0) (v 1) (v 2) (v 3) (v 4) := by
      intro v
      simp [T, hL, fiveTrace, List.ofFn_succ, mul_assoc]
    exact ⟨{ T with
      map_eq_zero_of_eq' := fun v i j hij hne =>
        (hT v).trans (fiveTrace_eq_zero hG v i j hij hne) }, hT⟩
  -- hence a multiple of the determinant, fixed by its value on the basis
  have hb : ∀ a, slash G (Pi.single a 1) = G a := by
    intro a
    simp [slash, Pi.single_apply, ite_smul]
  have h := DFunLike.congr_fun (A.eq_smul_basis_det (Pi.basisFun ℂ (Fin 5))) v
  rw [AlternatingMap.smul_apply, Pi.basisFun_det_apply, smul_eq_mul, hA, hA] at h
  simp only [Pi.basisFun_apply, fiveTrace, hb, hprod, Matrix.trace_one, Fintype.card_fin] at h
  exact_mod_cast h

end

end SecondChernAlgebra
```

```lean
#print axioms SecondChernAlgebra.trace_five_eq_det
```

```
'SecondChernAlgebra.trace_five_eq_det' depends on axioms: [propext, Classical.choice, Quot.sound]
```

The hypotheses are the Clifford relations `hG` and the ordered product `hprod`; the vectors are arbitrary. `Matrix.of v` is the matrix whose row $j$ is $v_j$, and using columns would give the same determinant.

The condition `hprod` fixes an orientation. For $4\times4$ matrices the Clifford relations leave the ordered product equal to $+1$ or $-1$, and replacing every $G_a$ by $-G_a$ switches between the two. With product $-1$ the right side would be $-4\det$, so the ordered product of the matrices in use must be known before the sign of a second Chern number is read off from the determinant. The trace itself depends only on the Hamiltonians: if every $G_a$ and every $v_j$ changes sign, each $v_j\cdot G$ stays the same.

For the derivation, let $e_a$ be the basis vectors, so that $e_a\cdot G=G_a$, and write $v_{j,a}$ for component $a$ of $v_j$. The trace is linear in each vector, so
$$F(v_0,\dots,v_4)=\sum_{a_0,\dots,a_4}v_{0,a_0}v_{1,a_1}v_{2,a_2}v_{3,a_3}v_{4,a_4}\,F(e_{a_0},\dots,e_{a_4}).$$
Terms with a repeated index vanish by the previous theorem. It also makes $F$ antisymmetric in any two positions: put $x+y$ in both and expand, and only the two mixed terms remain, with sum zero. The surviving terms are therefore permutations $\pi$ of the basis, each carrying its sign:
$$F(v_0,\dots,v_4)=F(e_0,\dots,e_4)\sum_\pi\operatorname{sgn}(\pi)\prod_{j=0}^{4}v_{j,\pi(j)}=F(e_0,\dots,e_4)\det[v_0,\dots,v_4].$$
Finally $F(e_0,\dots,e_4)=\operatorname{tr}(G_0G_1G_2G_3G_4)=\operatorname{tr}1=4$.

Lean packages the first part as an object. `L` is the linear map $v\mapsto v\cdot G$, `T` is the five-fold trace as a multilinear map, and `A` is `T` together with the proof that it vanishes on coinciding vectors. The Mathlib lemma `AlternatingMap.eq_smul_basis_det` then replaces the permutation sum: an alternating form with as many arguments as the space has dimensions is its value on a basis times the determinant. The equation `hb` says $e_a\cdot G=G_a$, and `hprod` supplies the four.

## The same argument for two bands

For the three Pauli matrices and vectors $a,b,c$ with three components, the same reasoning gives
$$\operatorname{tr}\big[(a\cdot\sigma)(b\cdot\sigma)(c\cdot\sigma)\big]=2i\,\det[a,b,c]=2i\,a\cdot(b\times c).$$
A single Pauli matrix is traceless because another one anticommutes with it, so exchanging two factors again reverses the sign. The constant is $\operatorname{tr}(\sigma_x\sigma_y\sigma_z)=\operatorname{tr}(i\,1)=2i$. With $n$ and two of its derivatives as the vectors, this is the triple product in the Berry curvature of a two-band model.
